# Yamaguchi's formula for a Heisenberg spin pair, with bounds on its denominator

A molecule with two magnetic centres, such as a binuclear metal complex or a diradical, has unpaired electrons on each centre, and the exchange coupling J says how strongly the two spins favour parallel or antiparallel alignment. Unrestricted Hartree-Fock describes the parallel, high-spin (HS) state well by one determinant. For antiparallel alignment it usually gives a broken-symmetry (BS) determinant, which is not an eigenstate of the total spin. How can J be obtained from the energies of these two states?

## The energy gap and the difference in ⟨S²⟩

Let A and B be the spin operators of the two centres (often written S_A and S_B), in units of ħ, with components A_i and B_i. The model is the Heisenberg Hamiltonian

H = −2J A·B, with A·B = Σ_i A_i B_i.

With this sign and factor, positive J favours parallel spins. Each centre has a fixed spin length, so A² = cA·1 and B² = cB·1; for a centre of spin s the constant is s(s+1). Operators on different centres commute, so the square of the total spin S = A + B is

S² = Σ_i (A_i² + B_i² + A_i B_i + B_i A_i) = A² + B² + 2 A·B.

In any unit state,

⟨S²⟩ = cA + cB + 2⟨A·B⟩, and therefore ⟨H⟩ = −J(⟨S²⟩ − cA − cB).

Subtracting the values for two unit states removes the constants:

E_BS − E_HS = J(⟨S²⟩_HS − ⟨S²⟩_BS).

Neither state has to be an eigenstate. Dividing by the difference in ⟨S²⟩ gives Yamaguchi's formula for J whenever that difference is nonzero.

The same relation gives the Landé interval rule. For unit eigenstates of S² with total spins k and k − 1,

E(k−1) − E(k) = J[k(k+1) − (k−1)k] = 2Jk.

## The range of the denominator

Suppose each centre has n unpaired electrons, with n ≥ 1. When all 2n are parallel the total spin is n, so ⟨S²⟩_HS = n(n+1). For a determinant with n spin-up orbitals α_i and n spin-down orbitals β_j, the standard expression is

⟨S²⟩_BS = n − Σ_j Σ_i |⟨α_i|β_j⟩|².

Here α_i and β_j are the spatial orbitals of the unpaired electrons, orthonormal within each set. Doubly occupied orbitals that are the same for both spins and orthogonal to these add nothing to ⟨S²⟩ and are left out. Call the double sum T. For fixed j, subtracting from β_j its projection on the α orbitals gives

0 ≤ ‖β_j − Σ_i ⟨α_i|β_j⟩ α_i‖² = 1 − Σ_i |⟨α_i|β_j⟩|².

This is Bessel's inequality. Summing over j gives 0 ≤ T ≤ n. The denominator is

n(n+1) − (n − T) = n² + T,

so it lies between n² and n(n+1), and is positive. Orthogonal sets give the lower end and coinciding sets the upper end. Since |E_BS − E_HS| = |J|(n² + T), it follows that

|E_BS − E_HS| / (n(n+1)) ≤ |J| ≤ |E_BS − E_HS| / n².

For broken-symmetry calculations of exchange couplings, this limits how much the orbital overlap can change the J extracted from a given energy gap, provided that the two centres behave as a Heisenberg pair and the two ⟨S²⟩ values have the stated forms. The step from this model to a real molecule is to identify the computed energies and ⟨S²⟩ values of the two determinants with mean values in two states of one Heisenberg pair, the energies up to a common constant.

## Operators, states and overlaps in Lean

The spin space is finite-dimensional, with basis labelled by `m`.

```lean
import Mathlib

open Matrix
open scoped Kronecker

namespace YamaguchiCoupling

noncomputable section

variable {m : Type*} [Fintype m]
```

A spin is a triple of complex matrices, indexed by `Fin 3`. The next three definitions are A·B, S² and H.

```lean
/-- The scalar product `A·B` of two triples of operators. -/
def dot (A B : Fin 3 → Matrix m m ℂ) : Matrix m m ℂ := ∑ i, A i * B i

/-- The square `S²` of the total spin `S = A + B`. -/
def totalSpinSq (A B : Fin 3 → Matrix m m ℂ) : Matrix m m ℂ := dot (A + B) (A + B)

/-- The Heisenberg Hamiltonian `H = -2J A·B`. -/
def heisenberg (J : ℝ) (A B : Fin 3 → Matrix m m ℂ) : Matrix m m ℂ := (-2 * J) • dot A B
```

For a Hermitian M and a unit state ψ, the mean value is ⟨ψ|Mψ⟩. The definition takes the real part and does not divide by the squared norm, so the physical theorems ask for unit states.

```lean
/-- The real part of `⟨ψ|Mψ⟩`. For Hermitian `M` and a unit vector `ψ` it is the mean value. -/
def expect (M : Matrix m m ℂ) (ψ : m → ℂ) : ℝ := (star ψ ⬝ᵥ M *ᵥ ψ).re
```

The structure below collects what the derivation uses: equal components commute, and both squares are real multiples of the identity. The angular momentum commutation relations are not required. Physical spins on separate centres satisfy all three conditions.

```lean
/-- Two spins whose equal components commute and whose squares are the numbers `cA` and `cB`. -/
structure IsSpinPair [DecidableEq m] (A B : Fin 3 → Matrix m m ℂ) (cA cB : ℝ) : Prop where
  comm : ∀ i, A i * B i = B i * A i
  sqA : dot A A = cA • (1 : Matrix m m ℂ)
  sqB : dot B B = cB • (1 : Matrix m m ℂ)
```

The overlap sum T is defined for orbitals in any complex inner product space. That space is called `E`, a letter which here does not mean an energy.

```lean
/-- The sum of the squared overlaps between `n` spin-up and `n` spin-down orbitals. -/
def overlapSum {E : Type*} [NormedAddCommGroup E] [InnerProductSpace ℂ E] {n : ℕ}
    (α β : Fin n → E) : ℝ := ∑ j, ∑ i, ‖inner ℂ (α i) (β j)‖ ^ 2
```

## Hermitian operators and linear mean values

Taking the real part loses nothing for an observable. The proof conjugates the double sum for ⟨ψ|Mψ⟩, exchanges the order of summation and uses Hermiticity entry by entry to recover the original sum.

```lean
/-- For a Hermitian operator `⟨ψ|Mψ⟩` is real and equals `expect M ψ`. -/
theorem expect_of_isHermitian {M : Matrix m m ℂ} (hM : M.IsHermitian) (ψ : m → ℂ) :
    star ψ ⬝ᵥ M *ᵥ ψ = (expect M ψ : ℂ) := by
  have hz : starRingEnd ℂ (star ψ ⬝ᵥ M *ᵥ ψ) = star ψ ⬝ᵥ M *ᵥ ψ := by
    simp only [dotProduct, mulVec, Finset.mul_sum, starRingEnd_apply, star_sum, star_mul',
      Pi.star_apply, star_star]
    rw [Finset.sum_comm]
    refine Finset.sum_congr rfl fun i _ => Finset.sum_congr rfl fun j _ => ?_
    rw [hM.apply i j]
    ring
  exact (Complex.conj_eq_iff_re.mp hz).symm
```

The Hamiltonian is such an observable when the spin components are Hermitian: (A_i B_i)† = B_i A_i = A_i B_i, and the prefactor is real.

```lean
/-- The Heisenberg Hamiltonian of two Hermitian spins with commuting equal components is
Hermitian. -/
theorem heisenberg_isHermitian (J : ℝ) {A B : Fin 3 → Matrix m m ℂ}
    (hA : ∀ i, (A i).IsHermitian) (hB : ∀ i, (B i).IsHermitian)
    (hAB : ∀ i, A i * B i = B i * A i) : (heisenberg J A B).IsHermitian := by
  unfold Matrix.IsHermitian heisenberg dot
  rw [conjTranspose_smul, star_trivial, conjTranspose_sum]
  congr 1
  refine Finset.sum_congr rfl fun i _ => ?_
  rw [conjTranspose_mul, (hA i).eq, (hB i).eq, hAB i]
```

Mean values are additive and respect real factors.

```lean
lemma expect_add (M N : Matrix m m ℂ) (ψ : m → ℂ) :
    expect (M + N) ψ = expect M ψ + expect N ψ := by
  simp only [expect, add_mulVec, dotProduct_add, Complex.add_re]

lemma expect_smul (r : ℝ) (M : Matrix m m ℂ) (ψ : m → ℂ) :
    expect (r • M) ψ = r * expect M ψ := by
  have h : (r • M) *ᵥ ψ = r • (M *ᵥ ψ) := by
    ext i
    simp [mulVec, dotProduct, Finset.mul_sum, mul_assoc]
  rw [expect, h, dotProduct_smul, Complex.smul_re, smul_eq_mul, expect]
```

## From the total spin to the energy gap

The identity `hS` is the expansion of S², where `h.comm` merges the two cross terms. The fixed squares and the unit norm, which gives the identity operator mean value 1, then turn it into a statement about mean values.

```lean
variable [DecidableEq m]

/-- In a unit state of a spin pair, `⟨S²⟩ = cA + cB + 2⟨A·B⟩`. -/
theorem expect_totalSpinSq {A B : Fin 3 → Matrix m m ℂ} {cA cB : ℝ}
    (h : IsSpinPair A B cA cB) {ψ : m → ℂ} (hψ : star ψ ⬝ᵥ ψ = 1) :
    expect (totalSpinSq A B) ψ = cA + cB + 2 * expect (dot A B) ψ := by
  -- the cross terms combine because equal components commute
  have hS : totalSpinSq A B = dot A A + dot B B + (2 : ℝ) • dot A B := by
    simp only [totalSpinSq, dot, Finset.smul_sum, ← Finset.sum_add_distrib]
    refine Finset.sum_congr rfl fun i _ => ?_
    rw [Pi.add_apply, two_smul, add_mul, mul_add, mul_add, ← h.comm i]
    abel
  have h1 : expect (1 : Matrix m m ℂ) ψ = 1 := by
    rw [expect, one_mulVec, hψ, Complex.one_re]
  rw [hS, h.sqA, h.sqB, expect_add, expect_add, expect_smul, expect_smul, expect_smul, h1]
  ring
```

Applying this result to both states and cancelling the constants gives the gap formula. The names `hs` and `bs` suggest the intended use, but the theorem holds for any two unit vectors.

```lean
/-- For any two unit states of a Heisenberg spin pair,
`E_BS - E_HS = J (⟨S²⟩_HS - ⟨S²⟩_BS)`. -/
theorem energy_gap (J : ℝ) {A B : Fin 3 → Matrix m m ℂ} {cA cB : ℝ}
    (h : IsSpinPair A B cA cB) {hs bs : m → ℂ}
    (hhs : star hs ⬝ᵥ hs = 1) (hbs : star bs ⬝ᵥ bs = 1) :
    expect (heisenberg J A B) bs - expect (heisenberg J A B) hs =
      J * (expect (totalSpinSq A B) hs - expect (totalSpinSq A B) bs) := by
  rw [expect_totalSpinSq h hhs, expect_totalSpinSq h hbs, heisenberg, expect_smul, expect_smul]
  ring
```

## Bessel's inequality and Yamaguchi's quotient

The lower bound on T holds because every term is a square. For the upper bound, `hb` is Bessel's inequality for one spin-down orbital, and the `calc` block sums it over j.

```lean
section Orbitals

variable {E : Type*} [NormedAddCommGroup E] [InnerProductSpace ℂ E] {n : ℕ}

/-- For orthonormal spin-up and orthonormal spin-down orbitals, `n` of each, the squared
overlaps sum to a number between `0` and `n`. -/
theorem overlapSum_mem {α β : Fin n → E} (hα : Orthonormal ℂ α) (hβ : Orthonormal ℂ β) :
    0 ≤ overlapSum α β ∧ overlapSum α β ≤ n := by
  constructor
  · unfold overlapSum
    positivity
  · -- Bessel's inequality for each spin-down orbital
    have hb : ∀ j, ∑ i, ‖inner ℂ (α i) (β j)‖ ^ 2 ≤ (1 : ℝ) := fun j => by
      have := Orthonormal.sum_inner_products_le (x := β j) (s := Finset.univ) hα
      rwa [hβ.1 j, one_pow] at this
    calc overlapSum α β ≤ ∑ _j : Fin n, (1 : ℝ) := Finset.sum_le_sum fun j _ => hb j
      _ = n := by simp
```

For coinciding sets the overlaps form the identity matrix, whose squared entries sum to n.

```lean
/-- The upper bound `n` is attained when the orthonormal spin-up and spin-down orbitals
coincide. -/
theorem overlapSum_self {α : Fin n → E} (hα : Orthonormal ℂ α) : overlapSum α α = n := by
  have h : ∀ i j, ‖inner ℂ (α i) (α j)‖ ^ 2 = if i = j then (1 : ℝ) else 0 := fun i j => by
    rw [orthonormal_iff_ite.mp hα i j]
    split_ifs <;> simp
  simp [overlapSum, h]
```

The main theorem takes the two ⟨S²⟩ values as the hypotheses `hHS` and `hBS`. The first stands for a high-spin state free of spin contamination. The second stands for the determinant expression, which is assumed and not derived; it is also the only link between the orbitals and the spin state `bs`. The conclusion has two parts: J equals the quotient, and the denominator lies in the closed interval `Set.Icc`.

In the proof, `hd` rewrites the denominator as n² + T. The gap formula turns the numerator into J times the same number, which cancels because it is positive. The bounds on T supply the interval. At n = 0 the denominator would vanish and the two states would not determine J.

```lean
/-- Yamaguchi's formula for a Heisenberg spin pair: if `⟨S²⟩_HS = n(n+1)` and `⟨S²⟩_BS` is `n` minus
the summed squared overlaps of orthonormal orbitals, with `n ≥ 1`, then `J` is the energy gap of the
two unit states divided by their difference in `⟨S²⟩`, and this difference lies in `[n², n(n+1)]`.
-/
theorem yamaguchi (J : ℝ) {A B : Fin 3 → Matrix m m ℂ} {cA cB : ℝ}
    (h : IsSpinPair A B cA cB) {hs bs : m → ℂ}
    (hhs : star hs ⬝ᵥ hs = 1) (hbs : star bs ⬝ᵥ bs = 1)
    {α β : Fin n → E} (hα : Orthonormal ℂ α) (hβ : Orthonormal ℂ β) (hn : 0 < n)
    (hHS : expect (totalSpinSq A B) hs = n * (n + 1))
    (hBS : expect (totalSpinSq A B) bs = n - overlapSum α β) :
    J = (expect (heisenberg J A B) bs - expect (heisenberg J A B) hs) /
        (expect (totalSpinSq A B) hs - expect (totalSpinSq A B) bs) ∧
      expect (totalSpinSq A B) hs - expect (totalSpinSq A B) bs ∈
        Set.Icc ((n : ℝ) ^ 2) (n * (n + 1)) := by
  obtain ⟨h0, h1⟩ := overlapSum_mem hα hβ
  have hn' : (0 : ℝ) < (n : ℝ) ^ 2 := by positivity
  have hd : expect (totalSpinSq A B) hs - expect (totalSpinSq A B) bs =
      (n : ℝ) ^ 2 + overlapSum α β := by
    rw [hHS, hBS]
    ring
  rw [energy_gap J h hhs hbs, hd]
  have hpos : (n : ℝ) ^ 2 + overlapSum α β ≠ 0 := by linarith
  exact ⟨(mul_div_cancel_right₀ J hpos).symm, by linarith, by linarith⟩

end Orbitals
```

The bracket on |J| is stated for any `gap` equal to J times a number `d` in that interval. The gap formula and the main theorem supply these two conditions for the spin pair. The proof takes absolute values, using d > 0, and multiplies the bounds on d by |J|.

```lean
/-- If an energy gap is `J d` with `d` in `[n², n(n+1)]` and `n ≥ 1`, then `|J|` lies between
the gap's magnitude divided by `n(n+1)` and divided by `n²`. -/
theorem coupling_bracket {J gap d : ℝ} {n : ℕ} (hn : 0 < n) (hgap : gap = J * d)
    (hd : d ∈ Set.Icc ((n : ℝ) ^ 2) (n * (n + 1))) :
    |gap| / (n * (n + 1)) ≤ |J| ∧ |J| ≤ |gap| / (n : ℝ) ^ 2 := by
  have hn' : (0 : ℝ) < n := by exact_mod_cast hn
  have hsq : (0 : ℝ) < (n : ℝ) ^ 2 := by positivity
  have hd0 : 0 < d := lt_of_lt_of_le hsq hd.1
  rw [hgap, abs_mul, abs_of_pos hd0, div_le_iff₀ (by positivity), le_div_iff₀ hsq]
  exact ⟨mul_le_mul_of_nonneg_left hd.2 (abs_nonneg J),
    mul_le_mul_of_nonneg_left hd.1 (abs_nonneg J)⟩
```

## Two spins one half

The smallest case, n = 1, can be written out explicitly. The matrices in `half` are the Pauli matrices divided by two.

```lean
/-- The three spin-one-half matrices. -/
def half : Fin 3 → Matrix (Fin 2) (Fin 2) ℂ :=
  ![!![0, 1/2; 1/2, 0], !![0, -Complex.I/2; Complex.I/2, 0], !![1/2, 0; 0, -1/2]]
```

The state below has real amplitudes u, a and b on ↑↑, ↑↓ and ↓↑, and none on ↓↓.

```lean
/-- The two-spin state `u|↑↑⟩ + a|↑↓⟩ + b|↓↑⟩`. -/
def twoSpin (u a b : ℝ) : Fin 2 × Fin 2 → ℂ :=
  fun p => !![(u : ℂ), (a : ℂ); (b : ℂ), 0] p.1 p.2
```

On the product space, the first spin acts as `half i ⊗ₖ 1` and the second as `1 ⊗ₖ half i`. Their product in either order is `half i ⊗ₖ half i`, so they commute. The three squared matrices of one spin add up to 3/4 times the identity, as s(s+1) requires for s = 1/2.

```lean
/-- Two spins one half on a product space form a spin pair with `cA = cB = 3/4`. -/
theorem isSpinPair_witness :
    IsSpinPair (fun i => half i ⊗ₖ (1 : Matrix (Fin 2) (Fin 2) ℂ))
      (fun i => (1 : Matrix (Fin 2) (Fin 2) ℂ) ⊗ₖ half i) (3/4) (3/4) := by
  have hs : half 0 * half 0 + half 1 * half 1 + half 2 * half 2 =
      (3/4 : ℝ) • (1 : Matrix (Fin 2) (Fin 2) ℂ) := by
    have h2 : half 2 = !![1/2, 0; 0, -1/2] := rfl
    rw [h2]
    ext i j
    fin_cases i <;> fin_cases j <;>
      norm_num [half, Matrix.mul_apply, Fin.sum_univ_two, Complex.ext_iff]
  refine ⟨fun i => ?_, ?_, ?_⟩
  · simp only [← mul_kronecker_mul, one_mul, mul_one]
  · simp only [dot, ← mul_kronecker_mul, mul_one, Fin.sum_univ_three, ← add_kronecker]
    rw [hs, smul_kronecker, one_kronecker_one]
  · simp only [dot, ← mul_kronecker_mul, mul_one, Fin.sum_univ_three, ← kronecker_add]
    rw [hs, kronecker_smul, one_kronecker_one]
```

For a normalised state of this form, ⟨S²⟩ = 2u² + (a + b)². The proof computes ⟨A·B⟩ in `hdot`, inserts it into the formula for ⟨S²⟩ and simplifies with the normalisation condition.

The state ↑↑ has ⟨S²⟩ = 2, the high-spin value for n = 1. The state ↑↓ has ⟨S²⟩ = 1, the broken-symmetry value for orthogonal orbitals, and gives the denominator 1. The singlet, with a = −b = 1/√2, has ⟨S²⟩ = 0, the value for coinciding orbitals, and gives the denominator 2. These are the two ends of the interval.

```lean
/-- For two spins one half, the state `u|↑↑⟩ + a|↑↓⟩ + b|↓↑⟩` with `u² + a² + b² = 1` is a unit
state with `⟨S²⟩ = 2u² + (a + b)²`. -/
theorem twoSpin_witness (u a b : ℝ) (h : u ^ 2 + a ^ 2 + b ^ 2 = 1) :
    star (twoSpin u a b) ⬝ᵥ twoSpin u a b = 1 ∧
    expect (totalSpinSq (fun i => half i ⊗ₖ (1 : Matrix (Fin 2) (Fin 2) ℂ))
      (fun i => (1 : Matrix (Fin 2) (Fin 2) ℂ) ⊗ₖ half i)) (twoSpin u a b) =
      2 * u ^ 2 + (a + b) ^ 2 := by
  have hunit : star (twoSpin u a b) ⬝ᵥ twoSpin u a b = 1 := by
    have hc : (u : ℂ) ^ 2 + (a : ℂ) ^ 2 + (b : ℂ) ^ 2 = 1 := by exact_mod_cast h
    simp [twoSpin, dotProduct, Fintype.sum_prod_type, Fin.sum_univ_two]
    linear_combination hc
  refine ⟨hunit, ?_⟩
  -- the coupling term acts as the sum of products of equal components
  have hdot : expect (dot (fun i => half i ⊗ₖ (1 : Matrix (Fin 2) (Fin 2) ℂ))
      (fun i => (1 : Matrix (Fin 2) (Fin 2) ℂ) ⊗ₖ half i)) (twoSpin u a b) =
      u ^ 2 / 4 - (a ^ 2 + b ^ 2) / 4 + a * b := by
    simp only [dot, ← mul_kronecker_mul, one_mul, mul_one, Fin.sum_univ_three, expect_add]
    simp [expect, half, twoSpin, mulVec, dotProduct, Fintype.sum_prod_type, Fin.sum_univ_two]
    ring
  rw [expect_totalSpinSq isSpinPair_witness hunit, hdot]
  linear_combination (-3/2) * h

end

end YamaguchiCoupling
```

```lean
#print axioms YamaguchiCoupling.heisenberg_isHermitian
#print axioms YamaguchiCoupling.overlapSum_self
#print axioms YamaguchiCoupling.yamaguchi
#print axioms YamaguchiCoupling.coupling_bracket
```

```
'YamaguchiCoupling.heisenberg_isHermitian' depends on axioms: [propext, Classical.choice, Quot.sound]
'YamaguchiCoupling.overlapSum_self' depends on axioms: [propext, Classical.choice, Quot.sound]
'YamaguchiCoupling.yamaguchi' depends on axioms: [propext, Classical.choice, Quot.sound]
'YamaguchiCoupling.coupling_bracket' depends on axioms: [propext, Classical.choice, Quot.sound]
```
